# Site permutations act irreducibly on the N-spin vectors with k betas annihilated by S+, for 2k ≤ N

## Strings, S+ and site permutations

Take $N$ spins one half, each with basis states $\alpha$ (up) and $\beta$ (down). Which spin states of fixed total spin $S$ and $M_S=S$ can permutations of the sites mix?

```lean
import Mathlib

open scoped Matrix ComplexOrder

namespace SpinPermutation

variable {N k : ℕ}
```

A string assigns $\alpha$ or $\beta$ to every site and is given by the set $s$ of its beta sites. A vector $\psi$ assigns a complex amplitude $\psi(s)$ to each string and need not be normalised.

```lean
/-- Spin vectors of `N` spins one half: one complex amplitude for each string, where a string
is given by the set of its beta sites. -/
abbrev SpinSpace (N : ℕ) := Finset (Fin N) → ℂ
```

With $\hbar=1$, total $S_+$ turns one beta into an alpha, summed over sites:
$$(S_+\psi)(t)=\sum_{i\notin t}\psi(t\cup\{i\}).$$

```lean
/-- Total `S+`: the amplitude of the string `t` in `S+ ψ` collects the amplitudes of all strings
that become `t` when one beta is turned into an alpha. -/
def raising (N : ℕ) : SpinSpace N →ₗ[ℂ] SpinSpace N where
  toFun ψ t := ∑ i ∈ tᶜ, ψ (insert i t)
  map_add' φ ψ := by ext t; simp [Finset.sum_add_distrib]
  map_smul' c ψ := by ext t; simp [Finset.mul_sum]
```

A permutation $\sigma$ moves the spin at site $i$ to site $\sigma(i)$, so $(\sigma\psi)(s)=\psi(\sigma^{-1}s)$. No fermionic sign enters.

```lean
/-- The site permutation `σ` moves the spin at site `i` to site `σ i`. -/
def permute (σ : Equiv.Perm (Fin N)) : SpinSpace N →ₗ[ℂ] SpinSpace N where
  toFun ψ s := ψ (s.map σ.symm.toEmbedding)
  map_add' _ _ := rfl
  map_smul' _ _ := rfl
```

Let $V$, in Lean `highestWeight N k`, be the space of vectors supported on strings with exactly $k$ betas and satisfying $S_+\psi=0$. Since $S^2=S_-S_++S_z(S_z+1)$, its nonzero vectors have $S=M_S=N/2-k$.

```lean
/-- The vectors with exactly `k` betas in every string that are annihilated by total `S+`. -/
def highestWeight (N k : ℕ) : Submodule ℂ (SpinSpace N) where
  carrier := {ψ | (∀ s, s.card ≠ k → ψ s = 0) ∧ raising N ψ = 0}
  zero_mem' := ⟨fun _ _ => rfl, map_zero _⟩
  add_mem' := by
    rintro φ ψ ⟨h1, h2⟩ ⟨h3, h4⟩
    exact ⟨fun s hs => by simp [h1 s hs, h3 s hs], by rw [map_add, h2, h4, add_zero]⟩
  smul_mem' := by
    rintro c ψ ⟨h1, h2⟩
    exact ⟨fun s hs => by simp [h1 s hs], by rw [map_smul, h2, smul_zero]⟩
```

A subspace is invariant if every $\sigma$ maps it into itself.

```lean
/-- A subspace is invariant if every site permutation maps it into itself. -/
def IsInvariant (W : Submodule ℂ (SpinSpace N)) : Prop :=
  ∀ σ, ∀ ψ ∈ W, permute σ ψ ∈ W
```

Let $G_s$ be the group of permutations that preserve the set $s$, and let $P_s\psi=\sum_{\sigma\in G_s}\sigma\psi$. Division by $|G_s|$ would make $P_s$ a projector; the code leaves it unnormalised.

```lean
/-- The site permutations that map the beta sites of the string `s` among themselves. -/
def siteStabilizer (s : Finset (Fin N)) : Finset (Equiv.Perm (Fin N)) :=
  Finset.univ.filter fun σ => ∀ x, σ x ∈ s ↔ x ∈ s

/-- The sum of all images of `ψ` under the permutations that preserve the string `s`. -/
def symmetrize (s : Finset (Fin N)) (ψ : SpinSpace N) : SpinSpace N :=
  ∑ σ ∈ siteStabilizer s, permute σ ψ
```

## S+ commutes with permutations

Substituting $j=\sigma^{-1}i$ gives
$$(S_+\sigma\psi)(t)=\sum_{i\notin t}\psi(\sigma^{-1}t\cup\{\sigma^{-1}i\})=\sum_{j\notin\sigma^{-1}t}\psi(\sigma^{-1}t\cup\{j\})=(\sigma S_+\psi)(t).$$
`Finset.sum_equiv` performs this substitution.

```lean
/-- Total `S+` commutes with every site permutation. -/
theorem raising_permute (σ : Equiv.Perm (Fin N)) (ψ : SpinSpace N) :
    raising N (permute σ ψ) = permute σ (raising N ψ) := by
  ext t
  refine Finset.sum_equiv σ.symm (fun i => ?_) (fun i _ => ?_)
  · simp only [Finset.mem_compl, Finset.mem_map_equiv, Equiv.symm_symm, Equiv.apply_symm_apply]
  · exact congrArg ψ (Finset.map_insert _ _ _)
```

Successive permutations compose as $\tau(\sigma\psi)=(\tau\sigma)\psi$, because $\sigma^{-1}\tau^{-1}=(\tau\sigma)^{-1}$.

```lean
/-- Permuting by `σ` and then by `τ` is permuting by the product `τ * σ`. -/
theorem permute_mul (τ σ : Equiv.Perm (Fin N)) (ψ : SpinSpace N) :
    permute τ (permute σ ψ) = permute (τ * σ) ψ := by
  ext s
  exact congrArg ψ (by rw [Finset.map_map]; rfl)
```

## One amplitude determines a symmetrized vector

Let $\varphi\in V$ be fixed by $G_{s_0}$, where $|s_0|=k$, and let $\varphi(s_0)=0$. Then $\varphi=0$, by induction on $m=|s\setminus s_0|$ for $k$-beta strings $s$.

If $m=0$, then $s=s_0$. For the step to $m+1$, choose $b\in s\setminus s_0$ and put $t=s\setminus\{b\}$. In
$$0=(S_+\varphi)(t)=\sum_{i\notin t}\varphi(t\cup\{i\})$$
the terms with $i\in s_0$ have only $m$ betas outside $s_0$ and vanish by induction. For $i\notin s_0$, exchanging $i$ and $b$ preserves $s_0$ and carries $s$ to $t\cup\{i\}$, so the term equals $\varphi(s)$. Hence $r\,\varphi(s)=0$, where $r$ counts the sites outside $t\cup s_0$. Site $b$ is one of them, so $r\ge1$ and $\varphi(s)=0$. In the code, `hterm` evaluates the individual terms.

```lean
/-- A highest-weight vector that is fixed by all permutations preserving a `k`-beta string `s₀`
vanishes if its amplitude at `s₀` vanishes. -/
theorem eq_zero_of_fixed {s₀ : Finset (Fin N)} (h₀ : s₀.card = k) {φ : SpinSpace N}
    (hφ : φ ∈ highestWeight N k) (hfix : ∀ σ ∈ siteStabilizer s₀, permute σ φ = φ)
    (hz : φ s₀ = 0) : φ = 0 := by
  obtain ⟨hk, hr⟩ := hφ
  -- induction on the number of betas outside `s₀`
  have key : ∀ m, ∀ s : Finset (Fin N), s.card = k → (s \ s₀).card = m → φ s = 0 := by
    intro m
    induction m with
    | zero =>
      intro s hs hm
      have hsub := Finset.sdiff_eq_empty_iff_subset.1 (Finset.card_eq_zero.1 hm)
      rw [Finset.eq_of_subset_of_card_le hsub (by rw [h₀, hs]), hz]
    | succ m ih =>
      intro s hs hm
      obtain ⟨b, hb⟩ := Finset.card_pos.1 (show 0 < (s \ s₀).card by omega)
      obtain ⟨hbs, hb0⟩ := Finset.mem_sdiff.1 hb
      have hsum : ∑ i ∈ (s.erase b)ᶜ, φ (insert i (s.erase b)) = 0 := congrFun hr (s.erase b)
      have hterm : ∀ i ∈ (s.erase b)ᶜ,
          φ (insert i (s.erase b)) = if i ∈ s₀ then 0 else φ s := by
        intro i hi
        have hit := Finset.mem_compl.1 hi
        by_cases hi0 : i ∈ s₀
        · rw [if_pos hi0]
          apply ih
          · rw [Finset.card_insert_of_notMem hit, Finset.card_erase_add_one hbs, hs]
          · have he : insert i (s.erase b) \ s₀ = (s \ s₀).erase b := by
              ext x
              have hx : x = i → x ∈ s₀ := fun h => h ▸ hi0
              simp only [Finset.mem_sdiff, Finset.mem_insert, Finset.mem_erase]
              tauto
            rw [he, Finset.card_erase_of_mem hb, hm, Nat.add_sub_cancel]
        · -- the transposition of `i` and `b` preserves `s₀`
          rw [if_neg hi0]
          have hst : Equiv.swap i b ∈ siteStabilizer s₀ := by
            refine Finset.mem_filter.2 ⟨Finset.mem_univ _, fun x => ?_⟩
            by_cases h1 : x = i
            · simp [h1, hb0, hi0]
            · by_cases h2 : x = b
              · simp [h2, hb0, hi0]
              · rw [Equiv.swap_apply_of_ne_of_ne h1 h2]
          have hs' : φ (s.map (Equiv.swap i b).symm.toEmbedding) = φ s :=
            congrFun (hfix _ hst) s
          refine Eq.trans (congrArg φ ?_) hs'
          ext x
          rw [Finset.mem_map_equiv, Equiv.symm_symm, Finset.mem_insert, Finset.mem_erase]
          by_cases h1 : x = i
          · simp [h1, hbs]
          · by_cases h2 : x = b
            · have his : i ∉ s := fun h =>
                hit (Finset.mem_erase.2 ⟨fun e => h1 (h2.trans e.symm), h⟩)
              rw [h2, Equiv.swap_apply_right]
              exact ⟨fun h => h.elim (fun e => absurd (h2.trans e) h1)
                (fun e => absurd rfl e.1), fun h => absurd h his⟩
            · rw [Equiv.swap_apply_of_ne_of_ne h1 h2]
              simp [h1, h2]
      rw [Finset.sum_congr rfl hterm, Finset.sum_ite, Finset.sum_const_zero, zero_add,
        Finset.sum_const, nsmul_eq_mul] at hsum
      rcases mul_eq_zero.1 hsum with h | h
      · exact absurd (Finset.card_eq_zero.1 (Nat.cast_eq_zero.1 h))
          (Finset.ne_empty_of_mem (a := b) (by simp [hb0]))
      · exact h
  funext s
  by_cases hs : s.card = k
  · exact key _ s hs rfl
  · exact hk s hs
```

For $\tau\in G_s$, the product $\tau\sigma$ runs through $G_s$ as $\sigma$ does, so $\tau P_s\psi=P_s\psi$. Each term has amplitude $\psi(s)$ at $s$, so $(P_s\psi)(s)=|G_s|\psi(s)$.

```lean
/-- Symmetrizing over the permutations that preserve `s` gives a vector fixed by each of them,
and multiplies the amplitude at `s` by their number. -/
theorem symmetrize_spec (s : Finset (Fin N)) (ψ : SpinSpace N) :
    (∀ τ ∈ siteStabilizer s, permute τ (symmetrize s ψ) = symmetrize s ψ) ∧
      symmetrize s ψ s = ((siteStabilizer s).card : ℂ) * ψ s := by
  constructor
  · intro τ hτ
    have hτ' : ∀ x, τ x ∈ s ↔ x ∈ s := (Finset.mem_filter.1 hτ).2
    rw [symmetrize, map_sum]
    refine Finset.sum_equiv (Equiv.mulLeft τ) (fun σ => ?_) (fun σ _ => permute_mul τ σ ψ)
    simp only [siteStabilizer, Finset.mem_filter, Finset.mem_univ, true_and,
      Equiv.coe_mulLeft, Equiv.Perm.mul_apply, hτ']
  · have h : ∀ σ ∈ siteStabilizer s, permute σ ψ s = ψ s := fun σ hσ => congrArg ψ (by
      ext x
      rw [Finset.mem_map_equiv, Equiv.symm_symm]
      exact (Finset.mem_filter.1 hσ).2 x)
    rw [symmetrize, Finset.sum_apply, Finset.sum_congr rfl h, Finset.sum_const, nsmul_eq_mul]
```

## Two nonzero invariant subspaces overlap

Let $W,U\subseteq V$ be invariant and nonzero. Choose $w\in W$ with $w(t)\ne0$ and $u\in U$ with $u(s)\ne0$. Both strings have $k$ betas, so some permutation $\pi$ carries $s$ to $t$, and $v=\pi^{-1}w\in W$ has $v(s)=w(t)\ne0$.

The vector $v(s)P_su-u(s)P_sv$ is fixed by $G_s$ and has amplitude zero at $s$, so it vanishes. Thus $p=v(s)P_su=u(s)P_sv$ lies in both subspaces, and $p(s)=|G_s|v(s)u(s)\ne0$.

```lean
/-- Two nonzero invariant subspaces of the highest-weight space share a nonzero vector. -/
theorem exists_common {W U : Submodule ℂ (SpinSpace N)} (hW : W ≤ highestWeight N k)
    (hU : U ≤ highestWeight N k) (iW : IsInvariant W) (iU : IsInvariant U)
    (hW0 : W ≠ ⊥) (hU0 : U ≠ ⊥) : ∃ p, p ∈ W ∧ p ∈ U ∧ p ≠ 0 := by
  obtain ⟨w, hw, hw0⟩ := Submodule.exists_mem_ne_zero_of_ne_bot hW0
  obtain ⟨u, hu, hu0⟩ := Submodule.exists_mem_ne_zero_of_ne_bot hU0
  obtain ⟨t, ht⟩ := Function.ne_iff.1 hw0
  obtain ⟨s, hs⟩ := Function.ne_iff.1 hu0
  have hct : t.card = k := by
    by_contra h
    exact ht ((hW hw).1 t h)
  have hcs : s.card = k := by
    by_contra h
    exact hs ((hU hu).1 s h)
  -- a permutation carries the string `s` to `t`
  let e : {x // x ∈ s} ≃ {x // x ∈ t} := Finset.equivOfCardEq (hcs.trans hct.symm)
  have he : s.map e.extendSubtype.toEmbedding = t := by
    refine Finset.eq_of_subset_of_card_le (fun x hx => ?_) (by rw [Finset.card_map, hcs, hct])
    obtain ⟨y, hy, rfl⟩ := Finset.mem_map.1 hx
    exact e.extendSubtype_mem y hy
  obtain ⟨v, hv, hvs⟩ : ∃ v ∈ W, v s ≠ 0 := by
    refine ⟨permute e.extendSubtype.symm w, iW _ w hw, ?_⟩
    have h : permute e.extendSubtype.symm w s = w t := congrArg w he
    rw [h]
    exact ht
  have mW : symmetrize s v ∈ W := Submodule.sum_mem _ fun σ _ => iW σ v hv
  have mU : symmetrize s u ∈ U := Submodule.sum_mem _ fun σ _ => iU σ u hu
  have hr : v s • symmetrize s u - u s • symmetrize s v = 0 := by
    refine eq_zero_of_fixed hcs (Submodule.sub_mem _ (Submodule.smul_mem _ _ (hU mU))
      (Submodule.smul_mem _ _ (hW mW))) (fun σ hσ => ?_) ?_
    · rw [map_sub, map_smul, map_smul, (symmetrize_spec s u).1 σ hσ,
        (symmetrize_spec s v).1 σ hσ]
    · simp only [Pi.sub_apply, Pi.smul_apply, smul_eq_mul, (symmetrize_spec s _).2]
      ring
  refine ⟨v s • symmetrize s u, ?_, Submodule.smul_mem _ _ mU, fun h => ?_⟩
  · rw [sub_eq_zero.1 hr]
    exact Submodule.smul_mem _ _ mW
  · have h1 := congrFun h s
    simp only [Pi.smul_apply, smul_eq_mul, (symmetrize_spec s u).2, Pi.zero_apply] at h1
    have hn : ((siteStabilizer s).card : ℂ) ≠ 0 :=
      Nat.cast_ne_zero.2 (Finset.card_ne_zero_of_mem (a := 1) (by simp [siteStabilizer]))
    exact mul_ne_zero hvs (mul_ne_zero hn hs) h1
```

## The orthogonal complement must be zero

Any $v$ splits into $y\in W$ and a remainder orthogonal to $W$. The inner product $\langle w,\psi\rangle=\sum_s\overline{w(s)}\psi(s)$ is written `star w ⬝ᵥ ψ`; Mathlib's projection theorem is applied in `EuclideanSpace`.

```lean
/-- Every spin vector differs from some vector of a subspace `W` by a vector orthogonal
to `W`. -/
theorem exists_projection (W : Submodule ℂ (SpinSpace N)) (v : SpinSpace N) :
    ∃ y ∈ W, ∀ w ∈ W, star w ⬝ᵥ (v - y) = 0 := by
  let K : Submodule ℂ (EuclideanSpace ℂ (Finset (Fin N))) :=
    W.comap (WithLp.linearEquiv 2 ℂ (SpinSpace N)).toLinearMap
  obtain ⟨y, hy, z, hz, hv⟩ := K.exists_add_mem_mem_orthogonal (WithLp.toLp 2 v)
  refine ⟨y.ofLp, hy, fun w hw => ?_⟩
  have h := (Submodule.mem_orthogonal K z).1 hz (WithLp.toLp 2 w) hw
  have hz' : v - y.ofLp = z.ofLp := sub_eq_iff_eq_add'.2 (congrArg WithLp.ofLp hv)
  rw [PiLp.inner_apply] at h
  rw [hz']
  refine Eq.trans (Finset.sum_congr rfl fun s _ => ?_) h
  simp [RCLike.inner_apply, mul_comm]
```

Let $U$ now be the part of $V$ orthogonal to an invariant $W\ne0$. Permutations preserve the number of betas and commute with $S_+$, so they map $V$ into itself. They also map $U$ into itself, since $\langle w,\sigma\psi\rangle=\langle\sigma^{-1}w,\psi\rangle=0$ for $w\in W$ and $\psi\in U$. If some $v\in V$ lay outside $W$, then $v-y$ would be a nonzero vector of $U$. The two subspaces would share some $p\ne0$ with $\langle p,p\rangle=0$, which is impossible.

```lean
/-- An invariant subspace of the highest-weight space is zero or the whole space. -/
theorem eq_bot_or_eq {W : Submodule ℂ (SpinSpace N)} (hW : W ≤ highestWeight N k)
    (iW : IsInvariant W) : W = ⊥ ∨ W = highestWeight N k := by
  by_cases hW0 : W = ⊥
  · exact Or.inl hW0
  refine Or.inr (le_antisymm hW fun v hv => ?_)
  -- the orthogonal complement of `W` inside the highest-weight space
  let U : Submodule ℂ (SpinSpace N) :=
    { carrier := {ψ | ψ ∈ highestWeight N k ∧ ∀ w ∈ W, star w ⬝ᵥ ψ = 0}
      zero_mem' := ⟨Submodule.zero_mem _, fun w _ => dotProduct_zero _⟩
      add_mem' := fun h h' => ⟨Submodule.add_mem _ h.1 h'.1, fun w hw => by
        rw [dotProduct_add, h.2 w hw, h'.2 w hw, add_zero]⟩
      smul_mem' := fun c _ h => ⟨Submodule.smul_mem _ c h.1, fun w hw => by
        rw [dotProduct_smul, h.2 w hw, smul_zero]⟩ }
  have iU : IsInvariant U := by
    intro σ ψ hψ
    refine ⟨⟨fun s hs => hψ.1.1 _ (by rwa [Finset.card_map]), ?_⟩, fun w hw => ?_⟩
    · rw [raising_permute, hψ.1.2, map_zero]
    · have h1 : permute σ (permute σ⁻¹ w) = w := by
        rw [permute_mul, mul_inv_cancel]
        ext s
        exact congrArg w (by ext x; rw [Finset.mem_map_equiv]; rfl)
      rw [← h1]
      refine Eq.trans ?_ (hψ.2 _ (iW σ⁻¹ w hw))
      exact Fintype.sum_equiv σ.symm.finsetCongr _ _ fun s => rfl
  obtain ⟨y, hy, hyo⟩ := exists_projection W v
  by_contra hvW
  have hU0 : U ≠ ⊥ := by
    intro h
    have hd : v - y ∈ U := ⟨Submodule.sub_mem _ hv (hW hy), hyo⟩
    rw [h, Submodule.mem_bot, sub_eq_zero] at hd
    exact hvW (hd ▸ hy)
  have hU : U ≤ highestWeight N k := fun x (hx : x ∈ U) => hx.1
  obtain ⟨p, hpW, hpU, hp0⟩ := exists_common hW hU iW iU hW0 hU0
  exact hp0 (dotProduct_star_self_eq_zero.1 (hpU.2 p hpW))
```

## Counting strings gives a nonzero space

For $k\ge1$ and $2k\le N$,
$$k\binom Nk=(N-k+1)\binom N{k-1},\qquad N-k+1>k,$$
so there are more strings with $k$ betas than with $k-1$, and $S_+$ has a nonzero kernel. For $k=0$ the all-alpha string is annihilated. In Lean, a zero kernel would make the restricted map `L` injective, against the dimensions.

```lean
/-- For `2k ≤ N` some nonzero vector with `k` betas in every string is annihilated by `S+`. -/
theorem highestWeight_ne_bot (hk : 2 * k ≤ N) : highestWeight N k ≠ ⊥ := by
  -- there are more strings with `k` betas than with one beta fewer
  have hcard : Fintype.card {t : Finset (Fin N) // t.card + 1 = k} <
      Fintype.card {s : Finset (Fin N) // s.card = k} := by
    rcases k with _ | m
    · have : IsEmpty {t : Finset (Fin N) // t.card + 1 = 0} :=
        ⟨fun t => absurd t.2 (Nat.succ_ne_zero _)⟩
      rw [Fintype.card_eq_zero]
      exact Fintype.card_pos_iff.2 ⟨⟨∅, rfl⟩⟩
    · rw [Fintype.card_congr (Equiv.subtypeEquivRight
        (fun t : Finset (Fin N) => (by simp : t.card + 1 = m + 1 ↔ t.card = m))),
        Fintype.card_finset_len, Fintype.card_finset_len, Fintype.card_fin]
      have h1 := Nat.choose_succ_right_eq N m
      have h2 := Nat.choose_pos (show m ≤ N by omega)
      have h3 := Nat.mul_le_mul_left (N.choose m) (show m + 2 ≤ N - m by omega)
      by_contra hc
      have h4 := Nat.mul_le_mul_right (m + 1) (not_lt.1 hc)
      nlinarith
  intro hbot
  let E : ({s : Finset (Fin N) // s.card = k} → ℂ) →ₗ[ℂ] SpinSpace N :=
    { toFun := fun g s => if h : s.card = k then g ⟨s, h⟩ else 0
      map_add' := fun f g => by ext s; by_cases h : s.card = k <;> simp [h]
      map_smul' := fun c g => by ext s; by_cases h : s.card = k <;> simp [h] }
  let L := (LinearMap.funLeft ℂ ℂ
    (Subtype.val : {t : Finset (Fin N) // t.card + 1 = k} → Finset (Fin N))) ∘ₗ raising N ∘ₗ E
  have hinj : Function.Injective L := by
    refine (injective_iff_map_eq_zero L).2 fun g hg => ?_
    have hE : E g ∈ highestWeight N k := by
      refine ⟨fun s hs => dif_neg hs, funext fun t => ?_⟩
      by_cases ht : t.card + 1 = k
      · exact congrFun hg ⟨t, ht⟩
      · refine Finset.sum_eq_zero fun i hi => dif_neg ?_
        rw [Finset.card_insert_of_notMem (Finset.mem_compl.1 hi)]
        exact ht
    rw [hbot, Submodule.mem_bot] at hE
    funext s
    have h1 : E g s.1 = g s := dif_pos s.2
    rw [← h1, hE]
    rfl
  have hle := LinearMap.finrank_le_finrank_of_injective hinj
  simp only [Module.finrank_fintype_fun_eq_card] at hle
  exact absurd hle (not_le_of_gt hcard)
```

## Irreducibility, and where 2k ≤ N enters

The theorem says that, for natural $N,k$ with $2k\le N$, $V$ is not the zero subspace `⊥`, and every invariant complex subspace `W ≤ highestWeight N k` is `⊥` or $V$. The case $N=0$ is included.

```lean
/-- For `2k ≤ N` the space of vectors with `k` betas in every string annihilated by total `S+` is
nonzero, and each of its subspaces invariant under all site permutations is zero or the whole space.
-/
theorem highestWeight_irreducible (hk : 2 * k ≤ N) :
    highestWeight N k ≠ ⊥ ∧ ∀ W ≤ highestWeight N k, IsInvariant W →
      W = ⊥ ∨ W = highestWeight N k :=
  ⟨highestWeight_ne_bot hk, fun _ hW iW => eq_bot_or_eq hW iW⟩
```

The bound serves only to make $V$ nonzero. For $N=k=1$ the one available string is $\beta$, and $S_+\beta=\alpha\ne0$, so $V=0$: even $2k\le N+1$ would not suffice.

For a finite set of spins without spatial degrees of freedom, this identifies the spin functions of given $S=M_S$ as a single permutation multiplet, the setting of Young's orthogonal form. Combining them with spatial functions into antisymmetric electronic states is a further step.

## Permutation-symmetric operators that preserve V act on it as a number

Let $T$ map $V$ into itself and commute there with all site permutations. If $V\ne0$, $T$ has an eigenvalue $c$ on it. The eigenvectors for $c$, with zero, form a nonzero invariant subspace, hence all of $V$. If $V=0$, any $c$ works. In a finite spin model with equal Heisenberg coupling between all pairs, the Hamiltonian commutes with $S_+$ and $S_z$ and so maps $V$ into itself. Because the couplings are equal, it also commutes with all site permutations, and all states in $V$ therefore have the same energy.

```lean
/-- An operator that maps the highest-weight space into itself and commutes there with all site
permutations acts on this space as multiplication by one complex number. -/
theorem symmetric_operator_scalar (T : Module.End ℂ (SpinSpace N))
    (hV : ∀ ψ ∈ highestWeight N k, T ψ ∈ highestWeight N k)
    (hT : ∀ σ, ∀ ψ ∈ highestWeight N k, T (permute σ ψ) = permute σ (T ψ)) :
    ∃ c : ℂ, ∀ ψ ∈ highestWeight N k, T ψ = c • ψ := by
  by_cases hbot : highestWeight N k = ⊥
  · refine ⟨0, fun ψ hψ => ?_⟩
    rw [hbot, Submodule.mem_bot] at hψ
    rw [hψ, map_zero, smul_zero]
  have : Nontrivial (highestWeight N k) := Submodule.nontrivial_iff_ne_bot.2 hbot
  obtain ⟨c, hc⟩ := Module.End.exists_eigenvalue (T.restrict hV)
  obtain ⟨v, hv⟩ := hc.exists_hasEigenvector
  have hvc : T v.1 = c • v.1 := congrArg Subtype.val hv.apply_eq_smul
  -- the eigenvectors for `c` form a nonzero invariant subspace
  have iW : IsInvariant (highestWeight N k ⊓ Module.End.eigenspace T c) := by
    intro σ ψ hψ
    obtain ⟨h1, h2⟩ := Submodule.mem_inf.1 hψ
    refine Submodule.mem_inf.2 ⟨⟨fun s hs => h1.1 _ (by rwa [Finset.card_map]), ?_⟩, ?_⟩
    · rw [raising_permute, h1.2, map_zero]
    · rw [Module.End.mem_eigenspace_iff] at h2 ⊢
      rw [hT σ ψ h1, h2, map_smul]
  refine ⟨c, fun ψ hψ => ?_⟩
  rcases eq_bot_or_eq inf_le_left iW with h | h
  · have hm : v.1 ∈ highestWeight N k ⊓ Module.End.eigenspace T c :=
      Submodule.mem_inf.2 ⟨v.2, Module.End.mem_eigenspace_iff.2 hvc⟩
    rw [h, Submodule.mem_bot] at hm
    exact absurd (Subtype.ext hm) hv.2
  · rw [← h] at hψ
    exact Module.End.mem_eigenspace_iff.1 (Submodule.mem_inf.1 hψ).2

end SpinPermutation
```

```lean
#print axioms SpinPermutation.highestWeight_irreducible
-- 'SpinPermutation.highestWeight_irreducible' depends on axioms: [propext, Classical.choice, Quot.sound]
#print axioms SpinPermutation.symmetric_operator_scalar
-- 'SpinPermutation.symmetric_operator_scalar' depends on axioms: [propext, Classical.choice, Quot.sound]
```
